# For real symmetric A and B, the product of two explicitly correlated Gaussians is integrable exactly when A + B is positive definite

## Positions, matrices and the Gaussian

Take n particles in three dimensions, with positions xᵢ and Cartesian components x(i,k), where k runs over three values. A configuration is a point of R³ⁿ. For a real symmetric n by n matrix A, the explicitly correlated Gaussian is

g_A(x) = exp(−Σᵢⱼ Aᵢⱼ xᵢ·xⱼ).

The double sum runs over all ordered pairs, so each pair of different particles enters twice, and there is no factor 1/2 in the exponent. The functions are not normalised. Requiring symmetry loses no functions, since an antisymmetric part of A would cancel in the double sum.

The off-diagonal elements of A couple the positions of different particles. If A is diagonal, g_A is a product of one-particle Gaussians; otherwise it carries correlation between the particles directly.

In a variational calculation whose basis consists of such Gaussians, all centred at the origin and without spin or antisymmetrisation, the integral of g_A g_B is an element of the overlap matrix.

## Which overlaps exist, and their value

For real symmetric A and B, the product g_A g_B is integrable over R³ⁿ if and only if A + B is positive definite. In that case

∫ g_A g_B = (πⁿ / det(A + B))^(3/2).

Only the sum matters: A alone may fail to be positive definite, provided that B makes up for it.

This is the theorem `ecg_overlap`. Its ingredients correspond to the physics as follows.

- The type `n` is a finite set of particle labels, and the particle number is `Fintype.card n`.
- A configuration is a function `x : n × Fin 3 → ℝ`, and `ecg A x` is g_A(x).
- `Integrable` and the integral refer to Lebesgue measure on R³ⁿ.
- `A.IsSymm` says that A is symmetric. For a real matrix C, `C.PosDef` says that C is symmetric and that v·Cv > 0 for every nonzero vector v.

The first half of the theorem is the equivalence; the second gives the value when A + B is positive definite. That condition matters because Lean assigns the value 0 to the integral of a non-integrable function.

Two consequences follow. By `ecg_sq_integrable_iff`, g_A is square-integrable exactly when A is positive definite. By `not_sq_integrable_of_row_sums_zero`, for at least one particle, g_A is never square-integrable if every row of A sums to zero. Such a Gaussian is unchanged when all particles are displaced together, so nothing confines the system as a whole.

When A and B are both positive definite, dividing the formula by the two norms gives, by hand, the normalised overlap

S = (2ⁿ √(det A · det B) / det(A + B))^(3/2),

which is 1 for A = B.

The theorems treat neither displaced centres, polynomial prefactors and complex exponents, nor matrix elements of the kinetic energy and the Coulomb interaction.

## Reduction to independent modes

Exponents add under multiplication, so g_A g_B = g_C with C = A + B. Since C is real and symmetric, there are an orthogonal matrix U and real eigenvalues λₐ with

Cᵢⱼ = Σₐ Uᵢₐ λₐ Uⱼₐ.

Define new coordinates by the same transformation in each Cartesian direction:

y(a,k) = Σᵢ Uᵢₐ x(i,k).

Inserting the expansion of C into the exponent gives

Σᵢⱼ Cᵢⱼ xᵢ·xⱼ = Σₐ Σₖ λₐ (Σᵢ Uᵢₐ x(i,k)) (Σⱼ Uⱼₐ x(j,k)) = Σₐ Σₖ λₐ y(a,k)².

The matrix of the transformation on R³ⁿ is Uᵀ ⊗ 1₃. Its determinant has absolute value |det U|³ = 1, so volumes are preserved. Each eigenvalue now appears three times, once per direction.

## Why every eigenvalue must be positive

Consider a decoupled Gaussian exp(−Σₚ dₚ yₚ²) with real coefficients dₚ.

Suppose that one coefficient dⱼ is zero or negative. Take the tube in which yⱼ is arbitrary and |yₚ| ≤ 1 for every other p. On it, dⱼ yⱼ² ≤ 0 and dₚ yₚ² ≤ |dₚ| for the others, so

exp(−Σₚ dₚ yₚ²) ≥ exp(−Σₚ |dₚ|) > 0.

The tube has infinite volume, and a positive function that stays above a positive constant there is not integrable.

If all coefficients are positive, the function is a product of integrable one-dimensional Gaussians, one per coordinate, and is therefore integrable.

Applied to the modes of C, this says that g_C is integrable exactly when all λₐ are positive, which for a symmetric matrix is positive definiteness.

## The determinant and the power 3/2

For λ > 0, the one-dimensional integral is

∫ exp(−λt²) dt = √(π/λ).

Each eigenvalue contributes three such factors, so

∫ g_C = Πₐ (√(π/λₐ))³ = Πₐ (π/λₐ)^(3/2) = (πⁿ / Πₐ λₐ)^(3/2) = (πⁿ / det C)^(3/2).

For the first consequence, g_A² = g_(A+A), and v·(A + A)v = 2 v·Av, so A + A is positive definite exactly when A is. For the second, let v have all entries equal to 1. Vanishing row sums mean Av = 0, hence v·Av = 0 although v is nonzero, and A is not positive definite.

## A general quadratic form as the exponent

The model could also start from an arbitrary real symmetric 3n by 3n matrix M, with exponent −Σₚq Mₚq xₚ x_q over all Cartesian coordinates. This would admit Gaussians that distinguish directions in space. The condition would become positive definiteness of M, and the integral would be √(π³ⁿ / det M). The present case is M = C ⊗ 1₃, for which det M = (det C)³, and the power 3/2 returns. The choice made here builds in rotational invariance and keeps the matrices at size n.

## The complete Lean file

```lean
import Mathlib

open Matrix MeasureTheory
open scoped Kronecker

namespace CorrelatedGaussianOverlap

noncomputable section

variable {n : Type*} [Fintype n]

/-- The explicitly correlated Gaussian `exp(-∑ᵢⱼ Aᵢⱼ xᵢ·xⱼ)`; the number `x (i, k)` is the
`k`-th Cartesian component of the position of particle `i`. -/
def ecg (A : Matrix n n ℝ) (x : n × Fin 3 → ℝ) : ℝ :=
  Real.exp (-∑ i, ∑ j, A i j * ∑ k, x (i, k) * x (j, k))

/-- The product of two correlated Gaussians is the correlated Gaussian of the summed matrices. -/
theorem ecg_mul (A B : Matrix n n ℝ) (x : n × Fin 3 → ℝ) :
    ecg A x * ecg B x = ecg (A + B) x := by
  unfold ecg
  rw [← Real.exp_add]
  congr 1
  simp only [Matrix.add_apply, add_mul, Finset.sum_add_distrib]
  ring

/-- A Gaussian in decoupled coordinates is a product of one-dimensional Gaussians. -/
theorem decoupled_eq_prod {m : Type*} [Fintype m] (d y : m → ℝ) :
    Real.exp (-∑ p, d p * y p ^ 2) = ∏ p, Real.exp (-d p * y p ^ 2) := by
  rw [← Real.exp_sum]
  congr 1
  simp only [neg_mul, Finset.sum_neg_distrib]

/-- A Gaussian in decoupled coordinates is integrable exactly when every `d p` is positive. -/
theorem decoupled_integrable_iff {m : Type*} [Fintype m] (d : m → ℝ) :
    Integrable (fun y : m → ℝ => Real.exp (-∑ p, d p * y p ^ 2)) ↔ ∀ p, 0 < d p := by
  classical
  constructor
  · intro h j
    by_contra hj
    have hj' : d j ≤ 0 := not_lt.1 hj
    have hfin := h.measure_norm_ge_lt_top (Real.exp_pos (-∑ p, |d p|))
    -- a tube along the direction `j`, of infinite volume
    let s : m → Set ℝ := fun p => if p = j then Set.univ else Set.Icc (-1) 1
    have hvol : volume (Set.univ.pi s) = ⊤ := by
      rw [volume_pi_pi, ← Finset.mul_prod_erase Finset.univ _ (Finset.mem_univ j)]
      have h1 : volume (s j) = ⊤ := by simp [s]
      rw [h1]
      apply ENNReal.top_mul
      rw [Finset.prod_ne_zero_iff]
      intro p hp
      have hpj : p ≠ j := Finset.ne_of_mem_erase hp
      simp only [s, if_neg hpj, Real.volume_Icc]
      norm_num
    -- on the tube the Gaussian stays above a positive constant
    refine absurd (lt_of_le_of_lt (measure_mono ?_) hfin) (by rw [hvol]; exact lt_irrefl _)
    intro y hy
    rw [Set.mem_ofPred_eq, Real.norm_eq_abs, abs_of_pos (Real.exp_pos _)]
    apply Real.exp_le_exp.2
    apply neg_le_neg
    apply Finset.sum_le_sum
    intro p _
    by_cases hp : p = j
    · subst hp
      exact (mul_nonpos_of_nonpos_of_nonneg hj' (sq_nonneg _)).trans (abs_nonneg _)
    · have hyp : y p ∈ s p := hy p (Set.mem_univ p)
      simp only [s, if_neg hp, Set.mem_Icc] at hyp
      have hsq : y p ^ 2 ≤ 1 := by nlinarith [hyp.1, hyp.2]
      nlinarith [le_abs_self (d p), abs_nonneg (d p), sq_nonneg (y p)]
  · intro h
    simp only [decoupled_eq_prod]
    exact Integrable.fintype_prod (fun p => integrable_exp_neg_mul_sq (h p))

variable [DecidableEq n]

/-- For symmetric `C`, a volume-preserving linear change of coordinates brings `ecg C` to decoupled
form, each eigenvalue of its matrix appearing once per Cartesian direction. -/
theorem ecg_normal_form {C : Matrix n n ℝ} (hC : C.IsHermitian) :
    ∃ T : (n × Fin 3 → ℝ) →ₗ[ℝ] (n × Fin 3 → ℝ), MeasurePreserving T ∧
      ∀ x, ecg C x = Real.exp (-∑ p, hC.eigenvalues p.1 * (T x p) ^ 2) := by
  obtain ⟨U, hU, hCU⟩ : ∃ U : Matrix n n ℝ, U * Uᵀ = 1 ∧
      C = U * diagonal hC.eigenvalues * Uᵀ := by
    refine ⟨hC.eigenvectorUnitary, ?_, ?_⟩
    · have h := Matrix.mem_unitaryGroup_iff.1 hC.eigenvectorUnitary.2
      rwa [star_eq_conjTranspose, conjTranspose_eq_transpose_of_trivial] at h
    · have h := hC.spectral_theorem
      simp only [Unitary.conjStarAlgAut_apply, star_eq_conjTranspose,
        conjTranspose_eq_transpose_of_trivial] at h
      exact h
  have hentry : ∀ i j, C i j = ∑ a, U i a * hC.eigenvalues a * U j a := by
    intro i j
    have h := congrFun (congrFun hCU i) j
    rw [Matrix.mul_apply] at h
    simpa only [Matrix.mul_diagonal, Matrix.transpose_apply] using h
  -- the same orthogonal matrix acts in all three Cartesian directions
  let V : Matrix (n × Fin 3) (n × Fin 3) ℝ := Uᵀ ⊗ₖ (1 : Matrix (Fin 3) (Fin 3) ℝ)
  have hdetU : |U.det| = 1 := by
    have h := congrArg Matrix.det hU
    rw [Matrix.det_mul, Matrix.det_transpose, Matrix.det_one] at h
    have h2 : |U.det| * |U.det| = 1 := by rw [abs_mul_abs_self, h]
    nlinarith [abs_nonneg U.det]
  have hdetV : |V.det| = 1 := by
    simp [V, Matrix.det_kronecker, abs_pow, hdetU]
  have hne : V.det ≠ 0 := by
    intro h
    simp [h] at hdetV
  refine ⟨Matrix.toLin' V,
    ⟨(Matrix.toLin' V).continuous_of_finiteDimensional.measurable, ?_⟩, ?_⟩
  · rw [Real.map_matrix_volume_pi_eq_smul_volume_pi hne, abs_inv, hdetV]
    simp
  · intro x
    have hT : ∀ p : n × Fin 3, Matrix.toLin' V x p = ∑ i, U i p.1 * x (i, p.2) := by
      rintro ⟨a, k⟩
      simp [V, Matrix.toLin'_apply, Matrix.mulVec, dotProduct, Fintype.sum_prod_type,
        Matrix.one_apply]
    have hL : ∑ i, ∑ j, C i j * ∑ k, x (i, k) * x (j, k) =
        ∑ q : n × n, ∑ p : n × Fin 3, U q.1 p.1 * hC.eigenvalues p.1 * U q.2 p.1 *
          (x (q.1, p.2) * x (q.2, p.2)) := by
      simp only [hentry, Fintype.sum_prod_type, Finset.sum_mul_sum]
    unfold ecg
    rw [hL, Finset.sum_comm]
    congr 2
    refine Finset.sum_congr rfl fun p _ => ?_
    rw [hT p, sq, Finset.sum_mul_sum, Finset.mul_sum, Fintype.sum_prod_type]
    refine Finset.sum_congr rfl fun i _ => ?_
    rw [Finset.mul_sum]
    refine Finset.sum_congr rfl fun j _ => ?_
    ring

/-- The product of two correlated Gaussians with symmetric matrices `A`, `B` is integrable over
all particle positions exactly when `A + B` is positive definite, and the overlap integral is then
`(πⁿ / det (A + B))^(3/2)`. -/
theorem ecg_overlap {A B : Matrix n n ℝ} (hA : A.IsSymm) (hB : B.IsSymm) :
    (Integrable (fun x => ecg A x * ecg B x) ↔ (A + B).PosDef) ∧
    ((A + B).PosDef → ∫ x, ecg A x * ecg B x =
      (Real.pi ^ Fintype.card n / (A + B).det) ^ (3 / 2 : ℝ)) := by
  have hC : (A + B).IsHermitian := by
    rw [Matrix.IsHermitian, conjTranspose_eq_transpose_of_trivial]
    exact hA.add hB
  obtain ⟨T, hT, hform⟩ := ecg_normal_form hC
  let G : (n × Fin 3 → ℝ) → ℝ := fun y => Real.exp (-∑ p, hC.eigenvalues p.1 * y p ^ 2)
  have hG : Continuous G := by fun_prop
  have hfun : (fun x => ecg A x * ecg B x) = G ∘ T := by
    funext x
    rw [ecg_mul, hform x]
    rfl
  rw [hfun]
  constructor
  · rw [hT.integrable_comp hG.aestronglyMeasurable, hC.posDef_iff_eigenvalues_pos]
    refine (decoupled_integrable_iff (fun p : n × Fin 3 => hC.eigenvalues p.1)).trans ?_
    exact ⟨fun h i => h (i, 0), fun h p => h p.1⟩
  · intro hpos
    have hd := hC.posDef_iff_eigenvalues_pos.1 hpos
    have hdet : (A + B).det = ∏ i, hC.eigenvalues i := hC.det_eq_prod_eigenvalues
    have hcube : ∀ i, √(Real.pi / hC.eigenvalues i) ^ 3 =
        (Real.pi / hC.eigenvalues i) ^ (3 / 2 : ℝ) := by
      intro i
      rw [Real.sqrt_eq_rpow, ← Real.rpow_natCast,
        ← Real.rpow_mul (div_pos Real.pi_pos (hd i)).le]
      norm_num
    change ∫ x, G (T x) = _
    calc
      ∫ x, G (T x) = ∫ y, G y := by
        rw [← integral_map hT.measurable.aemeasurable hG.aestronglyMeasurable, hT.map_eq]
      _ = ∏ p : n × Fin 3, √(Real.pi / hC.eigenvalues p.1) := by
        simp only [G, decoupled_eq_prod (fun p : n × Fin 3 => hC.eigenvalues p.1)]
        rw [integral_fintype_prod_volume_eq_prod
          (fun (p : n × Fin 3) (t : ℝ) => Real.exp (-hC.eigenvalues p.1 * t ^ 2))]
        simp only [integral_gaussian]
      _ = ∏ i, (Real.pi / hC.eigenvalues i) ^ (3 / 2 : ℝ) := by
        rw [Fintype.prod_prod_type]
        simp only [Finset.prod_const, Finset.card_univ, Fintype.card_fin, hcube]
      _ = (Real.pi ^ Fintype.card n / (A + B).det) ^ (3 / 2 : ℝ) := by
        rw [Real.finsetProd_rpow _ _ (fun i _ => (div_pos Real.pi_pos (hd i)).le),
          Finset.prod_div_distrib, Finset.prod_const, Finset.card_univ, hdet]

/-- A correlated Gaussian with symmetric matrix is square-integrable exactly when its matrix is
positive definite. -/
theorem ecg_sq_integrable_iff {A : Matrix n n ℝ} (hA : A.IsSymm) :
    Integrable (fun x => ecg A x ^ 2) ↔ A.PosDef := by
  simp only [sq]
  rw [(ecg_overlap hA hA).1]
  constructor
  · intro h
    refine Matrix.posDef_iff_dotProduct_mulVec.2 ⟨?_, ?_⟩
    · rw [Matrix.IsHermitian, conjTranspose_eq_transpose_of_trivial]
      exact hA
    · intro v hv
      have h2 := h.dotProduct_mulVec_pos hv
      rw [Matrix.add_mulVec, dotProduct_add] at h2
      linarith
  · intro h
    exact h.add h

/-- For at least one particle, a correlated Gaussian whose symmetric matrix has vanishing row sums
is not square-integrable. -/
theorem not_sq_integrable_of_row_sums_zero [Nonempty n] {A : Matrix n n ℝ} (hA : A.IsSymm)
    (hrow : ∀ i, ∑ j, A i j = 0) : ¬ Integrable (fun x => ecg A x ^ 2) := by
  rw [ecg_sq_integrable_iff hA]
  intro h
  -- displace all particles together
  have hv : (fun _ : n => (1 : ℝ)) ≠ 0 := by
    intro h0
    exact one_ne_zero (congrFun h0 (Classical.arbitrary n))
  have h2 := h.dotProduct_mulVec_pos hv
  have h3 : A *ᵥ (fun _ : n => (1 : ℝ)) = 0 := by
    funext i
    simp [Matrix.mulVec, dotProduct, hrow i]
  rw [h3, dotProduct_zero] at h2
  exact lt_irrefl _ h2

end

end CorrelatedGaussianOverlap
```

```lean
#print axioms CorrelatedGaussianOverlap.ecg_sq_integrable_iff
-- 'CorrelatedGaussianOverlap.ecg_sq_integrable_iff' depends on axioms: [propext, Classical.choice, Quot.sound]
#print axioms CorrelatedGaussianOverlap.not_sq_integrable_of_row_sums_zero
-- 'CorrelatedGaussianOverlap.not_sq_integrable_of_row_sums_zero' depends on axioms: [propext, Classical.choice, Quot.sound]
```

## How the proof follows the derivation

**Product and decoupling.** `ecg_mul` combines the exponentials and distributes the sums. `decoupled_eq_prod` turns the exponential of a sum of squares into a product of one-dimensional Gaussians.

**The tube.** `decoupled_integrable_iff` proves the necessity of positive coefficients by contradiction. For an integrable function, `measure_norm_ge_lt_top` says that the set where its absolute value is at least a given positive constant has finite volume. The constant chosen is exp(−Σₚ |dₚ|). The sets `s p` are the sides of the tube, and `hvol` computes its volume as an infinite factor times nonzero ones. The remaining steps show that the tube lies inside the set of finite volume, comparing the exponent term by term with separate cases for `p = j` and `p ≠ j`. The converse is `Integrable.fintype_prod` applied to the one-dimensional Gaussians.

**The change of coordinates.** `ecg_normal_form` takes U from Mathlib's spectral theorem, and `hentry` is the expansion of Cᵢⱼ. The matrix `V` is Uᵀ ⊗ 1₃. From U Uᵀ = 1 the proof obtains `hdetU` and then `hdetV`, the statement |det V| = 1. Mathlib's rule for the image of Lebesgue measure under an invertible matrix then shows that the map `T` preserves volume. The identity for the exponent comes from `hT`, which writes out y(a,k), and `hL`, which inserts the expansion of C. Exchanging the finite sums brings the two sides together.

**The overlap.** In `ecg_overlap`, `hfun` writes the product of the Gaussians as the decoupled Gaussian `G` composed with `T`. Because `T` preserves volume, integrability passes from one to the other. The decoupled criterion then asks for a positive coefficient at every pair (a,k). Since the coefficient does not depend on k, looking at the component k = 0 is enough to recover the condition on each eigenvalue.

For the value, the `calc` block follows the derivation: it changes variables, factorises the integral into one-dimensional ones, groups three equal factors for each eigenvalue, and gathers the product into the determinant. `hcube` supplies the identity (√(π/λ))³ = (π/λ)^(3/2), where positivity of λ justifies the real powers.

**The consequences.** `ecg_sq_integrable_iff` applies the overlap theorem with B = A and removes the factor 2 from the quadratic form. `not_sq_integrable_of_row_sums_zero` uses the constant vector. The assumption `Nonempty n` ensures that this vector is nonzero; with no particles the configuration space is a single point and the Gaussian is integrable.
